# The derivative along a complex vector of a power of a linear form divided by a power of the distance

The lemma `maxwellD_step` applies the operator D = a·∇ + i b·∇ to the function c (a·x + i b·x)^l / ‖x‖^(m+1), at a point x other than the origin of a real inner product space. The result is c l (a·x + i b·x)^(l−1) (‖a‖² − ‖b‖² + 2i a·b) / ‖x‖^(m+1) minus (m+1) c (a·x + i b·x)^(l+1) / ‖x‖^(m+3). The real vectors a and b are arbitrary, neither normalised nor assumed orthogonal; c is any complex number, and l and m are natural numbers. The proof differentiates the linear form and the distance separately, combines them by the chain and product rules, and finishes with algebra.

As first written in Lean, the proof fails:

```lean
import Mathlib

open Topology

namespace MaxwellMultipole

noncomputable section

variable {E : Type*} [NormedAddCommGroup E] [InnerProductSpace ℝ E]

/-- The complex linear form `a·x + i b·x`. -/
def complexForm (a b x : E) : ℂ :=
  ((inner ℝ a x : ℝ) : ℂ) + Complex.I * ((inner ℝ b x : ℝ) : ℂ)

/-- The complex directional derivative `D = a·∇ + i b·∇`, acting on differentiable functions. -/
def maxwellD (a b : E) (f : E → ℂ) (x : E) : ℂ :=
  fderiv ℝ f x a + Complex.I * fderiv ℝ f x b

/-- The square `‖a‖² - ‖b‖² + 2i a·b` of the complex vector `a + i b`. -/
def complexSquare (a b : E) : ℂ :=
  ((‖a‖ ^ 2 - ‖b‖ ^ 2 : ℝ) : ℂ) + ((2 * inner ℝ a b : ℝ) : ℂ) * Complex.I

/-- Away from the origin the distance `‖x‖` has the derivative `v ↦ x·v/‖x‖`. -/
theorem hasFDerivAt_radius {x : E} (hx : x ≠ 0) :
    HasFDerivAt (fun y : E => (‖y‖ : ℂ))
      (Complex.ofRealCLM.comp (‖x‖⁻¹ • innerSL ℝ x)) x := by
  have h : HasFDerivAt (fun y : E => ‖y‖) (‖x‖⁻¹ • innerSL ℝ x) x := by
    -- differentiate the square root of the squared norm
    have h0 := (hasStrictFDerivAt_norm_sq x).hasFDerivAt.sqrt
      (pow_ne_zero 2 (norm_ne_zero_iff.mpr hx))
    simp only [Real.sqrt_sq (norm_nonneg _)] at h0
    convert h0 using 1
    ext v
    simp only [smul_apply, smul_eq_mul, nsmul_eq_mul, Nat.cast_ofNat]
    field_simp
  exact Complex.ofRealCLM.hasFDerivAt.comp x h

/-- The action of `D` on `c (a·x + i b·x)^l / ‖x‖^(m+1)` for arbitrary `a` and `b`. -/
theorem maxwellD_step (a b : E) (c : ℂ) (l m : ℕ) {x : E} (hx : x ≠ 0) :
    maxwellD a b (fun y => (c * complexForm a b y ^ l) * ((‖y‖ : ℂ) ^ (m + 1))⁻¹) x
      = c * (l * complexForm a b x ^ (l - 1)) * complexSquare a b / (‖x‖ : ℂ) ^ (m + 1)
        - (m + 1) * c * complexForm a b x ^ (l + 1) / (‖x‖ : ℂ) ^ (m + 3) := by
  have hr : (‖x‖ : ℂ) ≠ 0 := Complex.ofReal_ne_zero.mpr (norm_ne_zero_iff.mpr hx)
  -- the linear form is its own derivative, and `D` maps it to the complex square
  obtain ⟨L, hL, hN⟩ : ∃ L : E →L[ℝ] ℂ, HasFDerivAt (complexForm a b) L x ∧
      L a + Complex.I * L b = complexSquare a b := by
    let L : E →L[ℝ] ℂ := Complex.ofRealCLM.comp (innerSL ℝ a)
      + Complex.I • Complex.ofRealCLM.comp (innerSL ℝ b)
    have hv : ∀ v, L v = complexForm a b v := fun _ => rfl
    refine ⟨L, L.hasFDerivAt, ?_⟩
    rw [hv, hv]
    unfold complexForm complexSquare
    rw [real_inner_comm a b, real_inner_self_eq_norm_sq, real_inner_self_eq_norm_sq]
    push_cast
    linear_combination (‖b‖ : ℂ) ^ 2 * Complex.I_sq
  -- `D` maps the distance to the linear form divided by the distance
  obtain ⟨M, hM, hD⟩ : ∃ M : E →L[ℝ] ℂ, HasFDerivAt (fun y : E => (‖y‖ : ℂ)) M x ∧
      M a + Complex.I * M b = complexForm a b x / (‖x‖ : ℂ) := by
    refine ⟨_, hasFDerivAt_radius hx, ?_⟩
    have hv : ∀ v, (Complex.ofRealCLM.comp (‖x‖⁻¹ • innerSL ℝ x)) v
        = ((‖x‖⁻¹ * inner ℝ x v : ℝ) : ℂ) := fun _ => rfl
    rw [hv, hv, real_inner_comm a x, real_inner_comm b x]
    unfold complexForm
    push_cast
    ring
  have hinv : HasDerivAt (fun z : ℂ => (z ^ (m + 1))⁻¹)
      (-((m : ℂ) + 1) / (‖x‖ : ℂ) ^ (m + 2)) (‖x‖ : ℂ) := by
    refine ((hasDerivAt_pow (m + 1) (‖x‖ : ℂ)).inv (pow_ne_zero _ hr)).congr_deriv ?_
    rw [Nat.add_sub_cancel,
      div_eq_div_iff (pow_ne_zero _ (pow_ne_zero _ hr)) (pow_ne_zero _ hr)]
    push_cast
    ring
  have h1 : HasFDerivAt (fun y => c * complexForm a b y ^ l)
      ((c * (l * complexForm a b x ^ (l - 1))) • L) x :=
    ((hasDerivAt_pow l (complexForm a b x)).const_mul c).comp_hasFDerivAt x hL
  have h2 : HasFDerivAt (fun y : E => ((‖y‖ : ℂ) ^ (m + 1))⁻¹)
      ((-((m : ℂ) + 1) / (‖x‖ : ℂ) ^ (m + 2)) • M) x :=
    hinv.comp_hasFDerivAt x hM
  have e : fderiv ℝ (fun y => (c * complexForm a b y ^ l) * ((‖y‖ : ℂ) ^ (m + 1))⁻¹) x
      = (c * complexForm a b x ^ l) • ((-((m : ℂ) + 1) / (‖x‖ : ℂ) ^ (m + 2)) • M)
        + ((‖x‖ : ℂ) ^ (m + 1))⁻¹ • ((c * (l * complexForm a b x ^ (l - 1))) • L) :=
    (h1.mul h2).fderiv
  simp only [maxwellD, e, ContinuousLinearMap.add_apply, ContinuousLinearMap.smul_apply,
    smul_eq_mul]
  linear_combination
    (c * complexForm a b x ^ l * (-((m : ℂ) + 1) / (‖x‖ : ℂ) ^ (m + 2))) * hD
    + (((‖x‖ : ℂ) ^ (m + 1))⁻¹ * (c * (l * complexForm a b x ^ (l - 1)))) * hN

end

end MaxwellMultipole
```

Compiling this gives:

```
Main.lean:78:28: error: Application type mismatch: The argument
  hM
has type
  HasFDerivAt (fun y => ↑‖y‖) M x
but is expected to have type
  HasFDerivAt (fun y => ↑‖y‖ ^ (m + 1)) M x
in the application
  HasDerivAt.comp_hasFDerivAt x ?m.747 hM
Main.lean:78:4: error: Application type mismatch: The argument
  hinv
has type
  HasDerivAt (fun z => (z ^ (m + 1))⁻¹) (-(↑m + 1) / ↑‖x‖ ^ (m + 2)) ↑‖x‖
but is expected to have type
  HasDerivAt Inv.inv (-(↑m + 1) / ↑‖x‖ ^ (m + 2)) (↑‖x‖ ^ (m + 1))
in the application
  HasDerivAt.comp_hasFDerivAt x hinv
```

Cause. Both messages come from the chain rule in `h2`. The function there, `(‖y‖ ^ (m + 1))⁻¹`, can be split into an outer and an inner function in more than one way. Lean took the split from the expected type, with `Inv.inv` outside and `‖y‖ ^ (m + 1)` inside. The proof intends another, with `(z ^ (m + 1))⁻¹` outside and `‖y‖` inside. So `hM`, which differentiates the norm, and `hinv`, which differentiates the inverse power, were each rejected.

In the repair, `have h := hinv.comp_hasFDerivAt x hM` states no expected type, so `hinv` and `hM` themselves determine the two functions. `exact h` then only has to check that their composite is the function in the goal, which holds by unfolding the composition.

The change from `ContinuousLinearMap.add_apply` and `ContinuousLinearMap.smul_apply` to `add_apply` and `smul_apply` is tidying; neither message concerns it.

The mended proof, as a diff:

```diff
@@ -76,10 +76,12 @@
   have h2 : HasFDerivAt (fun y : E => ((‖y‖ : ℂ) ^ (m + 1))⁻¹)
       ((-((m : ℂ) + 1) / (‖x‖ : ℂ) ^ (m + 2)) • M) x :=
-    hinv.comp_hasFDerivAt x hM
+    by
+      have h := hinv.comp_hasFDerivAt x hM
+      exact h
   have e : fderiv ℝ (fun y => (c * complexForm a b y ^ l) * ((‖y‖ : ℂ) ^ (m + 1))⁻¹) x
       = (c * complexForm a b x ^ l) • ((-((m : ℂ) + 1) / (‖x‖ : ℂ) ^ (m + 2)) • M)
         + ((‖x‖ : ℂ) ^ (m + 1))⁻¹ • ((c * (l * complexForm a b x ^ (l - 1))) • L) :=
     (h1.mul h2).fderiv
-  simp only [maxwellD, e, ContinuousLinearMap.add_apply, ContinuousLinearMap.smul_apply,
+  simp only [maxwellD, e, add_apply, smul_apply,
     smul_eq_mul]
   linear_combination
```
